# Distances to three non-collinear atoms fix a fourth atom up to reflection in their plane

On a line, an atom at distance 2 from a reference atom at the origin can sit at $+2$ or at $-2$, and the distance can't tell me which. In space I expect the same thing with three reference atoms $a, b, c$ that don't lie on a line: if $p$ and $q$ have equal distances to each of them, then $q$ is either $p$ or the mirror image of $p$ in the plane $abc$. I can picture the three spheres meeting in two points, but I would like a full derivation, and a version that a proof assistant has accepted. Can someone show me both?

## A displacement along the normal, with two possible lengths

Your case on the line already contains the mechanism. Write $q = p + t$, with the reference atom at the origin. Then $q^2 = p^2$ becomes $t(t + 2p) = 0$, so $t = 0$ or $t = -2p$. In space, the three distances first force the displacement onto the plane's normal, and the same quadratic then fixes its length.

The argument works in any dimension $d+1$. Take affinely independent reference atoms $a_0, \dots, a_d$ and a unit vector $u$ normal to the hyperplane through them. Your question is $d = 2$, with $a_0, a_1, a_2 = a, b, c$.

**The direction.** Suppose $|q - a_i| = |p - a_i|$ for all $i$. Squaring and expanding gives
$$|q|^2 - |p|^2 = 2\,a_i\cdot(q-p).$$
The left side doesn't depend on $i$, so subtracting the equation for $a_0$ leaves
$$(a_i - a_0)\cdot(q - p) = 0.$$
The differences $a_i - a_0$ span a space of dimension $d$. Its orthogonal complement is a line, and $u$ spans that line. Hence $q - p = t\,u$ for some real $t$.

**The length.** Let $h = u\cdot(p - a_0)$ be the signed height of $p$ above the hyperplane. The distance to $a_0$ gives
$$|p - a_0|^2 = |p - a_0 + t u|^2 = |p - a_0|^2 + 2th + t^2,$$
so $t(t + 2h) = 0$. The root $t = 0$ gives $q = p$, and the root $t = -2h$ gives the mirror image $p' = p - 2h\,u$.

**The converse.** Let $e$ be any point, with height $h_e = u\cdot(e - a_0)$. Since $u\cdot(p - e) = h - h_e$,
$$|p' - e|^2 = |p - e|^2 - 4h(h - h_e) + 4h^2 = |p - e|^2 + 4h\,h_e.$$
Each reference atom has $h_e = 0$, so $p'$ has the same distances to them as $p$.

The last identity also shows what a further distance does. If $e$ lies off the hyperplane and $p'$ is as far from $e$ as $p$ is, then $h = 0$ and the two placements coincide.

**With numbers.** Take $a = (0,0,0)$, $b = (1,0,0)$, $c = (0,1,0)$ and squared distances 9, 8 and 6 to an unknown atom $(x,y,z)$. Subtracting the second from the first gives $2x - 1 = 1$, so $x = 1$. Subtracting the third gives $2y - 1 = 3$, so $y = 2$. Then $z^2 = 9 - 1 - 4 = 4$, and the placements are $(1,2,2)$ and $(1,2,-2)$. A fourth reference atom at $(0,0,1)$ has squared distances 6 and 14 to them, which differ by $4\cdot 2\cdot 1 = 8$, as the identity says.

## Atoms as points, the mirror plane as a unit normal

Your statement is `twofold_ambiguity`. Atoms are points of `EuclideanSpace ℝ (Fin 3)`, and `dist` is the ordinary distance. The hypothesis `habc` says that $a, b, c$ are not collinear, which also makes them distinct. The normal enters as a given vector `u` of length one (`hu`), perpendicular to $b - a$ and $c - a$ (`hb`, `hc`). Replacing $u$ by $-u$ leaves `mirror a u p` unchanged. The conclusion is an equivalence: the three distances agree if and only if `q = p ∨ q = mirror a u p`.

The general version, `same_distances_iff`, takes a real inner product space `V` of dimension `d + 1` and a family `a : Fin (d + 1) → V`, indexed from 0 to $d$ as above. Your single atom on a line is $d = 0$.

Both theorems compare $q$ with an atom $p$ that already exists. They don't say which triples of distances can be realised, and they treat distances as exact, without measurement error.

For simulation, this means that an energy term depending only on one atom's exact distances to three fixed, non-collinear atoms takes the same value at both placements, so it cannot select one of them.

In Lean 4 with Mathlib:

```lean
import Mathlib

open scoped InnerProductSpace

namespace AtomPlacement

noncomputable section

variable {V : Type*} [NormedAddCommGroup V] [InnerProductSpace ℝ V]

/-- The mirror image of the point `p` in the plane through `a` with unit normal `u`. -/
def mirror (a u p : V) : V := p - (2 * ⟪u, p - a⟫_ℝ) • u

/-- Reflection in the plane through `a` with unit normal `u` reverses the signed height
of an atom above that plane. -/
theorem height_mirror {u : V} (hu : ‖u‖ = 1) (a p : V) :
    ⟪u, mirror a u p - a⟫_ℝ = -⟪u, p - a⟫_ℝ := by
  have h : mirror a u p - a = (p - a) - (2 * ⟪u, p - a⟫_ℝ) • u := by
    unfold mirror
    abel
  rw [h, inner_sub_right, inner_smul_right, real_inner_self_eq_norm_sq, hu]
  ring

/-- An atom coincides with its mirror image in the plane through `a` with unit normal `u`
exactly when its height above the plane is zero. -/
theorem mirror_eq_self_iff {u : V} (hu : ‖u‖ = 1) (a p : V) :
    mirror a u p = p ↔ ⟪u, p - a⟫_ℝ = 0 := by
  have hu0 : u ≠ 0 := by
    rintro rfl
    simp at hu
  unfold mirror
  rw [sub_eq_self, smul_eq_zero]
  simp [hu0]

/-- Reflecting `p` in the plane through `a` with unit normal `u` changes its squared distance
to a point `e` by four times the product of the heights of `p` and `e` above the plane. -/
theorem dist_sq_mirror {u : V} (hu : ‖u‖ = 1) (a p e : V) :
    dist (mirror a u p) e ^ 2 =
      dist p e ^ 2 + 4 * ⟪u, p - a⟫_ℝ * ⟪u, e - a⟫_ℝ := by
  have h : mirror a u p - e = (p - e) - (2 * ⟪u, p - a⟫_ℝ) • u := by
    unfold mirror
    abel
  have hs : ⟪u, e - a⟫_ℝ = ⟪u, p - a⟫_ℝ - ⟪u, p - e⟫_ℝ := by
    rw [← inner_sub_right]
    congr 1
    abel
  rw [dist_eq_norm, dist_eq_norm, h, norm_sub_sq_real, inner_smul_right, norm_smul,
    mul_pow, hu, hs, real_inner_comm u (p - e), Real.norm_eq_abs, sq_abs]
  ring

/-- If `p` and `q` have equal distances to `a` and equal distances to `b`, the displacement
from `p` to `q` is perpendicular to the line from `a` to `b`. -/
theorem inner_displacement_eq_zero {a b p q : V}
    (ha : dist q a = dist p a) (hb : dist q b = dist p b) :
    ⟪b - a, q - p⟫_ℝ = 0 := by
  have h1 : ‖q - a‖ ^ 2 = ‖p - a‖ ^ 2 := by
    rw [← dist_eq_norm, ← dist_eq_norm, ha]
  have h2 : ‖q - b‖ ^ 2 = ‖p - b‖ ^ 2 := by
    rw [← dist_eq_norm, ← dist_eq_norm, hb]
  rw [norm_sub_sq_real, norm_sub_sq_real] at h1 h2
  simp only [inner_sub_left, inner_sub_right]
  rw [real_inner_comm q b, real_inner_comm p b, real_inner_comm q a, real_inner_comm p a]
  linear_combination (h1 - h2) / 2

/-- In dimension `d + 1`, let `u` be a unit normal to the hyperplane through `d + 1` affinely
independent points. Every vector perpendicular to that hyperplane is a multiple of `u`. -/
theorem parallel_normal {d : ℕ} (hd : Module.finrank ℝ V = d + 1)
    {a : Fin (d + 1) → V} (ha : AffineIndependent ℝ a) {u w : V} (hu : ‖u‖ = 1)
    (hn : ∀ i, ⟪a i - a 0, u⟫_ℝ = 0) (hw : ∀ i, ⟪a i - a 0, w⟫_ℝ = 0) :
    ∃ t : ℝ, w = t • u := by
  have : FiniteDimensional ℝ V := Module.finite_of_finrank_pos (by omega)
  obtain ⟨S, hS⟩ : ∃ S : Submodule ℝ V, S = vectorSpan ℝ (Set.range a) := ⟨_, rfl⟩
  have hdim : Module.finrank ℝ S = d := by
    rw [hS]
    exact ha.finrank_vectorSpan (by simp)
  -- the orthogonal complement of the hyperplane directions is a line
  have hperp : Module.finrank ℝ Sᗮ = 1 := by
    have := S.finrank_add_finrank_orthogonal
    omega
  have mem : ∀ x : V, (∀ i, ⟪a i - a 0, x⟫_ℝ = 0) → x ∈ Sᗮ := by
    intro x hx
    rw [Submodule.mem_orthogonal]
    intro y hy
    rw [hS, vectorSpan_range_eq_span_range_vsub_right ℝ a 0] at hy
    induction hy using Submodule.span_induction with
    | mem y h =>
      obtain ⟨i, rfl⟩ := h
      exact hx i
    | zero => exact inner_zero_left x
    | add y z _ _ h1 h2 => rw [inner_add_left, h1, h2, add_zero]
    | smul r y _ h => rw [inner_smul_left, h, mul_zero]
  have hu0 : (⟨u, mem u hn⟩ : Sᗮ) ≠ 0 := by
    intro h
    have h' : u = 0 := congrArg Subtype.val h
    simp [h'] at hu
  obtain ⟨t, ht⟩ := (finrank_eq_one_iff_of_nonzero' _ hu0).mp hperp ⟨w, mem w hw⟩
  exact ⟨t, (congrArg Subtype.val ht).symm⟩

/-- In dimension `d + 1`, take `d + 1` affinely independent reference atoms and a unit normal `u`
to their hyperplane. Then `q` has the same distances to them as `p` exactly when `q` is `p` or
the mirror image of `p` in that hyperplane. -/
theorem same_distances_iff {d : ℕ} (hd : Module.finrank ℝ V = d + 1)
    {a : Fin (d + 1) → V} (ha : AffineIndependent ℝ a) {u p q : V} (hu : ‖u‖ = 1)
    (hn : ∀ i, ⟪a i - a 0, u⟫_ℝ = 0) :
    (∀ i, dist q (a i) = dist p (a i)) ↔ q = p ∨ q = mirror (a 0) u p := by
  constructor
  · intro h
    -- the displacement is along the normal
    obtain ⟨t, ht⟩ := parallel_normal hd ha hu hn (w := q - p)
      (fun i => inner_displacement_eq_zero (h 0) (h i))
    have hq : q = p + t • u := by
      rw [← ht]
      abel
    have e : q - a 0 = (p - a 0) + t • u := by
      rw [hq]
      abel
    have h0 : ‖q - a 0‖ ^ 2 = ‖p - a 0‖ ^ 2 := by
      rw [← dist_eq_norm, ← dist_eq_norm, h 0]
    rw [e, norm_add_sq_real, inner_smul_right, norm_smul, mul_pow, hu,
      Real.norm_eq_abs, sq_abs, real_inner_comm u (p - a 0)] at h0
    -- a quadratic equation for its length, with two roots
    have hroot : t * (t + 2 * ⟪u, p - a 0⟫_ℝ) = 0 := by linear_combination h0
    rcases mul_eq_zero.mp hroot with h1 | h1
    · left
      rw [hq, h1, zero_smul, add_zero]
    · right
      have h2 : t = -(2 * ⟪u, p - a 0⟫_ℝ) := by linarith
      rw [hq, mirror, h2, neg_smul, ← sub_eq_add_neg]
  · rintro (h | h) i
    · rw [h]
    · have k := dist_sq_mirror hu (a 0) p (a i)
      rw [real_inner_comm (a i - a 0) u, hn i, mul_zero, add_zero] at k
      rw [h]
      exact (sq_eq_sq₀ dist_nonneg dist_nonneg).mp k

/-- Let `a`, `b`, `c` be non-collinear atoms in space and `u` a unit normal to their plane.
Then `q` has the same distances to `a`, `b`, `c` as `p` exactly when `q` is `p` or the mirror
image of `p` in that plane. -/
theorem twofold_ambiguity {a b c u p q : EuclideanSpace ℝ (Fin 3)}
    (habc : ¬ Collinear ℝ ({a, b, c} : Set (EuclideanSpace ℝ (Fin 3))))
    (hu : ‖u‖ = 1) (hb : ⟪b - a, u⟫_ℝ = 0) (hc : ⟪c - a, u⟫_ℝ = 0) :
    (dist q a = dist p a ∧ dist q b = dist p b ∧ dist q c = dist p c) ↔
      q = p ∨ q = mirror a u p := by
  have hn : ∀ i : Fin 3, ⟪![a, b, c] i - ![a, b, c] 0, u⟫_ℝ = 0 := by
    intro i
    fin_cases i
    exacts [by simp, hb, hc]
  have h := same_distances_iff (d := 2) (a := ![a, b, c]) (p := p) (q := q) (by simp)
    (affineIndependent_iff_not_collinear_set.mpr habc) hu hn
  refine Iff.trans ⟨fun ⟨h0, h1, h2⟩ i => ?_, fun k => ⟨k 0, k 1, k 2⟩⟩ h
  fin_cases i
  exacts [h0, h1, h2]

/-- In dimension `d + 1`, take `d + 1` affinely independent reference atoms, a unit normal `u` to
their hyperplane and a further atom `e` off it. If `p` and `q` have equal distances to all of
these atoms, then `q = p`. -/
theorem unique_of_extra_distance {d : ℕ} (hd : Module.finrank ℝ V = d + 1)
    {a : Fin (d + 1) → V} (ha : AffineIndependent ℝ a) {u p q e : V} (hu : ‖u‖ = 1)
    (hn : ∀ i, ⟪a i - a 0, u⟫_ℝ = 0) (he : ⟪u, e - a 0⟫_ℝ ≠ 0)
    (h : ∀ i, dist q (a i) = dist p (a i)) (hqe : dist q e = dist p e) : q = p := by
  rcases (same_distances_iff hd ha hu hn).mp h with h1 | h1
  · exact h1
  · -- the mirror image fits the extra distance only if `p` lies in the hyperplane
    have k := dist_sq_mirror hu (a 0) p e
    rw [← h1, hqe] at k
    have hprod : ⟪u, p - a 0⟫_ℝ * ⟪u, e - a 0⟫_ℝ = 0 := by linear_combination -k / 4
    have hp := (mul_eq_zero.mp hprod).resolve_right he
    rw [h1]
    exact (mirror_eq_self_iff hu (a 0) p).mpr hp

end

end AtomPlacement
```

```lean
#print axioms AtomPlacement.height_mirror
#print axioms AtomPlacement.twofold_ambiguity
#print axioms AtomPlacement.unique_of_extra_distance
```

```
'AtomPlacement.height_mirror' depends on axioms: [propext, Classical.choice, Quot.sound]
'AtomPlacement.twofold_ambiguity' depends on axioms: [propext, Classical.choice, Quot.sound]
'AtomPlacement.unique_of_extra_distance' depends on axioms: [propext, Classical.choice, Quot.sound]
```

## From the perpendicular displacement to the two roots

`inner_displacement_eq_zero` is the subtraction of squared distances. It expands the norms with `norm_sub_sq_real`, and `linear_combination` takes half the difference of the two equations.

`parallel_normal` is the dimension count. It calls the span of the differences `S`, gets dimension $d$ from affine independence, and concludes that `Sᗮ` has dimension 1. An induction over the span shows that a vector perpendicular to every $a_i - a_0$ lies in `Sᗮ`. This applies to both $u$ and the displacement, and since $u \neq 0$, the displacement is a multiple of $u$.

In `same_distances_iff`, the forward direction combines these two lemmas and reaches the quadratic as `hroot`. `mul_eq_zero` splits it into the two placements. The converse uses `dist_sq_mirror`, the identity with $4h\,h_e$, and passes from equal squares to equal distances because distances are nonnegative.

`twofold_ambiguity` is the case $d = 2$ with the family `![a, b, c]`, where non-collinearity is converted into affine independence.

`unique_of_extra_distance` treats the additional atom $e$. If $q$ were the mirror image, the identity would give $h\,h_e = 0$, hence $h = 0$, and `mirror_eq_self_iff` says that the mirror image is then $p$ itself. `height_mirror` records separately that reflection turns $h$ into $-h$.
